# The m-th derivative of a polynomial of degree below N + m from N > m points on a circle

## The sampling rule and its conventions

Let $N$ be a positive integer and $\omega$ a primitive $N$-th root of unity: $\omega^N=1$, and no smaller positive power equals 1. An example is $\omega=e^{2\pi i/N}$. For complex $x$ and $r\neq0$, the points $x+r\omega^k$ with $k=0,\dots,N-1$ are equally spaced on the circle of radius $|r|$ about $x$, and the phase of $r$ rotates the whole set. The word "contour" in the Lean names refers to this circle; no integral is taken.

```lean
import Mathlib

open Polynomial Finset
open scoped Nat

namespace ContourDifferentiation

noncomputable section
```

For a function $f:\mathbb C\to\mathbb C$ and a derivative order $m\ge0$, the rule is

$$
D_{N,m}f(x)=\frac{m!}{N r^m}\sum_{k=0}^{N-1}\omega^{-mk}f(x+r\omega^k).
$$

In Lean this is `contourDiff N m ω r x f`, with `range N` for the indices $0,\dots,N-1$. Since `f` is an arbitrary function, the rule also accepts inexact data. The exactness theorems concern polynomials `p : ℂ[X]`, whose $m$-th derivative is the algebraic one, `derivative^[m] p`, evaluated at `x`.

Suppose an energy is modelled as a polynomial of bounded degree in the strength of a uniform static electric field of fixed direction, and can be evaluated at the required, generally complex, field values. If $N>m$ and the degree is below $N+m$, the rule then gives the $m$-th derivative of the energy at $x=0$ exactly. The first derivative is minus the dipole moment along the field, and the second is minus the component of the static polarisability along the field.

```lean
/-- The contour rule for the `m`-th derivative at `x`: a phase-weighted average of `f` over
`N` points `x + r ω^k`, multiplied by `m! / r^m`. -/
def contourDiff (N m : ℕ) (ω r x : ℂ) (f : ℂ → ℂ) : ℂ :=
  (m ! : ℂ) / (N * r ^ m) * ∑ k ∈ range N, (ω ^ (m * k))⁻¹ * f (x + r * ω ^ k)
```

## Phases select an order modulo N

Put $q=\omega^{j-m}$. The phase sum is geometric:

$$
\sum_{k=0}^{N-1}\omega^{-mk}\omega^{jk}=\sum_{k=0}^{N-1}q^k .
$$

If $j\equiv m\pmod N$, then $q=1$ and the sum is $N$. Otherwise primitivity gives $q\neq1$, while $(q-1)\sum_k q^k=q^N-1=0$, so the sum vanishes.

The Lean proof writes $q$ as `ω ^ j / ω ^ m`, because the exponents are natural numbers. The step `hmod` reduces exponents modulo $N$, and `hω.pow_inj` says that different exponents below $N$ give different powers. The vanishing then comes from `geom_sum_mul`.

```lean
/-- The phases of harmonics `j` and `m`, summed over the sampling points, give `N` if the two
harmonics agree modulo `N` and cancel otherwise. -/
theorem phase_sum {N : ℕ} {ω : ℂ} (hω : IsPrimitiveRoot ω N) (hN : 0 < N) (j m : ℕ) :
    ∑ k ∈ range N, (ω ^ (m * k))⁻¹ * ω ^ (j * k) =
      if j % N = m % N then (N : ℂ) else 0 := by
  have hω0 : ω ≠ 0 := hω.ne_zero hN.ne'
  have hmod : ∀ i : ℕ, ω ^ (i % N) = ω ^ i := by
    intro i
    have h := pow_mod_orderOf ω i
    rwa [← hω.eq_orderOf] at h
  -- the sum is geometric, with ratio ω^j / ω^m
  have hterm : ∀ k : ℕ, (ω ^ (m * k))⁻¹ * ω ^ (j * k) = (ω ^ j / ω ^ m) ^ k := by
    intro k
    rw [div_pow, ← pow_mul, ← pow_mul, div_eq_mul_inv]
    exact mul_comm _ _
  rw [Finset.sum_congr rfl (fun k _ => hterm k)]
  split_ifs with h
  · have hjm : ω ^ j = ω ^ m := by
      calc ω ^ j = ω ^ (j % N) := (hmod j).symm
        _ = ω ^ (m % N) := by rw [h]
        _ = ω ^ m := hmod m
    rw [hjm, div_self (pow_ne_zero _ hω0)]
    simp
  · have hne : ω ^ j / ω ^ m - 1 ≠ 0 := by
      intro h0
      apply h
      have hjm : ω ^ j = ω ^ m :=
        (div_eq_one_iff_eq (pow_ne_zero _ hω0)).mp (sub_eq_zero.mp h0)
      exact hω.pow_inj (Nat.mod_lt _ hN) (Nat.mod_lt _ hN) (by rw [hmod, hmod, hjm])
    have h1 : (ω ^ j / ω ^ m) ^ N = 1 := by
      rw [div_pow, pow_right_comm ω j N, pow_right_comm ω m N, hω.pow_eq_one]
      simp
    have hg := geom_sum_mul (ω ^ j / ω ^ m) N
    rw [h1, sub_self] at hg
    exact (mul_eq_zero.mp hg).resolve_right hne
```

## The Taylor orders that survive

Write $p(x+h)=\sum_{j<D}c_jh^j$, where $D$ is any integer above the degree of $p$. Setting $h=r\omega^k$ and exchanging the finite sums gives

$$
\sum_{k=0}^{N-1}\omega^{-mk}p(x+r\omega^k)
=\sum_{j<D}c_jr^j\sum_{k=0}^{N-1}\omega^{(j-m)k}
=N\sum_{\substack{j<D\\ j\equiv m\ (N)}}c_jr^j .
$$

This is aliasing: $N$ samples cannot distinguish orders that differ by a multiple of $N$.

The device that carries the argument is Mathlib's `taylor x p`. It is itself a polynomial, namely $p$ with its variable shifted by $x$, and its coefficients are the $c_j$. The expansion is therefore a finite algebraic identity with no remainder and no question of convergence. Two facts make it usable here: `natDegree_taylor` says that the shift preserves the degree, so the same $D$ bounds both polynomials, and `taylor_eval` says that evaluating the shifted polynomial at $h$ gives $p(h+x)$. In the calculation below, `Finset.sum_comm` exchanges the sums and `phase_sum` evaluates the inner one.

```lean
/-- Aliasing: the contour sum retains exactly the Taylor terms of `p` about `x` whose order
agrees with `m` modulo the number of sampling points. -/
theorem contour_sum_aliasing {N : ℕ} {ω : ℂ} (hω : IsPrimitiveRoot ω N) (hN : 0 < N)
    (p : ℂ[X]) (x r : ℂ) (m D : ℕ) (hD : p.natDegree < D) :
    ∑ k ∈ range N, (ω ^ (m * k))⁻¹ * p.eval (x + r * ω ^ k) =
      N * ∑ j ∈ (range D).filter (fun j => j % N = m % N),
        (taylor x p).coeff j * r ^ j := by
  have hd : (taylor x p).natDegree < D := by rwa [natDegree_taylor]
  have hexp : ∀ h : ℂ, p.eval (x + h) = ∑ j ∈ range D, (taylor x p).coeff j * h ^ j := by
    intro h
    rw [← eval_eq_sum_range' hd h, taylor_eval, add_comm]
  calc ∑ k ∈ range N, (ω ^ (m * k))⁻¹ * p.eval (x + r * ω ^ k)
      = ∑ k ∈ range N, ∑ j ∈ range D,
          (taylor x p).coeff j * r ^ j * ((ω ^ (m * k))⁻¹ * ω ^ (j * k)) := by
        refine Finset.sum_congr rfl fun k _ => ?_
        rw [hexp, Finset.mul_sum]
        refine Finset.sum_congr rfl fun j _ => ?_
        rw [mul_pow, ← pow_mul, mul_comm k j]
        ring
    _ = ∑ j ∈ range D, (taylor x p).coeff j * r ^ j *
          (if j % N = m % N then (N : ℂ) else 0) := by
        rw [Finset.sum_comm]
        refine Finset.sum_congr rfl fun j _ => ?_
        rw [← Finset.mul_sum, phase_sum hω hN]
    _ = _ := by
        rw [Finset.mul_sum, Finset.sum_filter]
        refine Finset.sum_congr rfl fun j _ => ?_
        split_ifs <;> ring
```

The coefficients are related to derivatives by $j!\,c_j=p^{(j)}(x)$. Mathlib expresses $c_j$ through the Hasse derivative, which is $p^{(j)}/j!$ defined without division; multiplying by $j!$ recovers the ordinary derivative.

```lean
/-- The Taylor coefficient of order `j` about `x`, times `j!`, is the `j`-th derivative at `x`. -/
theorem factorial_mul_taylor_coeff (p : ℂ[X]) (x : ℂ) (j : ℕ) :
    (j ! : ℂ) * (taylor x p).coeff j = (derivative^[j] p).eval x := by
  rw [taylor_coeff, ← factorial_smul_hasseDeriv]
  simp [nsmul_eq_mul]
```

## The first error term

Let $m<N$ and $\deg p<2N+m$. An order $j\equiv m\pmod N$ has the form $j=m+sN$ with $s\ge0$, and $j<2N+m$ leaves only $s=0$ and $s=1$. Hence

$$
\begin{aligned}
D_{N,m}p(x)
&=\frac{m!}{Nr^m}\,N\left(c_mr^m+c_{N+m}r^{N+m}\right)\\
&=p^{(m)}(x)+\frac{m!}{(N+m)!}\,r^N p^{(N+m)}(x).
\end{aligned}
$$

The condition $m<N$ keeps the lower order $m-N$ from contributing. In the proof, `hset` identifies the surviving orders as `{m, N + m}` by bounding the quotient `j / N`, and `field_simp` cancels $N$, $r^m$ and the factorial.

```lean
/-- For `m < N`, `r ≠ 0` and degree below `2N + m`, the contour rule equals the `m`-th derivative
plus a single error term, proportional to `r^N` and to the derivative of order `N + m`. -/
theorem contourDiff_eq_add_error {N m : ℕ} {ω r : ℂ} (hω : IsPrimitiveRoot ω N) (hm : m < N)
    (hr : r ≠ 0) (p : ℂ[X]) (hp : p.natDegree < 2 * N + m) (x : ℂ) :
    contourDiff N m ω r x (fun z => p.eval z) =
      (derivative^[m] p).eval x +
        (m ! : ℂ) / ((N + m)! : ℂ) * r ^ N * (derivative^[N + m] p).eval x := by
  have hN : 0 < N := by omega
  -- only the orders m and N + m survive the aliasing condition
  have hset : (range (2 * N + m)).filter (fun j => j % N = m % N) = {m, N + m} := by
    ext j
    simp only [Finset.mem_filter, Finset.mem_range, Finset.mem_insert, Finset.mem_singleton]
    constructor
    · rintro ⟨hj, hjm⟩
      rw [Nat.mod_eq_of_lt hm] at hjm
      have hdiv := Nat.div_add_mod j N
      rw [hjm] at hdiv
      have hq : j / N < 2 := by
        by_contra hcon
        have h2 : N * 2 ≤ N * (j / N) := Nat.mul_le_mul_left N (not_lt.mp hcon)
        omega
      have hsmall : ∀ q : ℕ, q < 2 → q = 0 ∨ q = 1 := by
        intro q h
        omega
      have hq' : j / N = 0 ∨ j / N = 1 := hsmall _ hq
      rcases hq' with h0 | h0
      · rw [h0] at hdiv
        left
        omega
      · rw [h0] at hdiv
        right
        omega
    · rintro (h | h)
      · subst h
        exact ⟨by omega, rfl⟩
      · subst h
        exact ⟨by omega, Nat.add_mod_left N m⟩
  have hN' : (N : ℂ) ≠ 0 := Nat.cast_ne_zero.mpr hN.ne'
  have hf : ((N + m)! : ℂ) ≠ 0 := Nat.cast_ne_zero.mpr (Nat.factorial_ne_zero _)
  simp only [contourDiff]
  rw [contour_sum_aliasing hω hN p x r m (2 * N + m) hp, hset,
    Finset.sum_pair (by omega), ← factorial_mul_taylor_coeff p x m,
    ← factorial_mul_taylor_coeff p x (N + m), pow_add]
  field_simp
```

If $\deg p<N+m$, the derivative of order $N+m$ is zero and the rule is exact for every $r\neq0$, however large. At degree exactly $N+m$ that derivative is a nonzero constant, so the rule fails there and the degree bound is sharp.

```lean
/-- Contour differentiation: with `N > m` points on a circle of nonzero radius parameter, the
rule gives the exact `m`-th derivative of every polynomial of degree below `N + m`. -/
theorem contourDiff_exact {N m : ℕ} {ω r : ℂ} (hω : IsPrimitiveRoot ω N) (hm : m < N)
    (hr : r ≠ 0) (p : ℂ[X]) (hp : p.natDegree < N + m) (x : ℂ) :
    contourDiff N m ω r x (fun z => p.eval z) = (derivative^[m] p).eval x := by
  rw [contourDiff_eq_add_error hω hm hr p (by omega) x, iterate_derivative_eq_zero hp]
  simp
```

## First derivatives and the two-point case

For $m=1$ the condition $m<N$ becomes $N\ge2$, and $\deg p<N+1$ becomes $\deg p\le N$:

$$
\frac1{Nr}\sum_{k=0}^{N-1}\omega^{-k}p(x+r\omega^k)=p'(x).
$$

The smallest case is $N=2$, $\omega=-1$, which is the central difference

$$
\frac{p(x+r)-p(x-r)}{2r}=p'(x)\qquad(\deg p\le2).
$$

For degree up to 4, the error formula adds the familiar term $r^2p'''(x)/6$. With real $x$ and $r$ both sampling points are real; for $N\ge3$ some points are not.

```lean
/-- First derivative: `N ≥ 2` points on the circle give `p'(x)` exactly for every polynomial
of degree at most `N`. -/
theorem contour_first_derivative {N : ℕ} {ω r : ℂ} (hω : IsPrimitiveRoot ω N) (hN : 2 ≤ N)
    (hr : r ≠ 0) (p : ℂ[X]) (hp : p.natDegree ≤ N) (x : ℂ) :
    (∑ k ∈ range N, (ω ^ k)⁻¹ * p.eval (x + r * ω ^ k)) / (N * r) =
      (derivative p).eval x := by
  have h := contourDiff_exact hω (m := 1) (by omega) hr p (by omega) x
  simp only [contourDiff, Nat.factorial_one, Nat.cast_one, pow_one, one_mul,
    Function.iterate_one] at h
  rw [← h]
  ring
```

## Errors in the sampled values

Suppose each sample is $f(x+r\omega^k)=p(x+r\omega^k)+\delta_k$ with $|\delta_k|\le\varepsilon$. The bound $\varepsilon$ may stand for the residual convergence error of an iterative energy calculation. For $m<N$ and $\deg p<N+m$, exactness removes the polynomial part, and $|\omega|=1$ gives

$$
\left|D_{N,m}f(x)-p^{(m)}(x)\right|
=\left|\frac{m!}{Nr^m}\sum_{k=0}^{N-1}\omega^{-mk}\delta_k\right|
\le\frac{m!}{N|r|^m}\,N\varepsilon
=\frac{m!\,\varepsilon}{|r|^m}.
$$

The bound does not depend on $N$, and it grows as the circle shrinks whenever $m\ge1$ and $\varepsilon>0$. It covers errors in the sampled values, but not rounding in the phases or the summation.

The hypothesis `hf` constrains `f` only at the $N$ sampling points. The proof obtains $|\omega|=1$ in `hw`, applies the triangle inequality in `hs`, and replaces the true derivative by the rule applied to `p` before subtracting.

```lean
/-- Noise bound: let `m < N`, `r ≠ 0`, and let `p` be a polynomial of degree below `N + m`. If every
sampled value deviates from that of `p` by at most `ε`, the computed `m`-th derivative deviates from
the true one by at most `m! ε / |r|^m`. -/
theorem contourDiff_noise_bound {N m : ℕ} {ω r : ℂ} (hω : IsPrimitiveRoot ω N) (hm : m < N)
    (hr : r ≠ 0) (p : ℂ[X]) (hp : p.natDegree < N + m) (x : ℂ) (f : ℂ → ℂ) (ε : ℝ)
    (hf : ∀ k < N, ‖f (x + r * ω ^ k) - p.eval (x + r * ω ^ k)‖ ≤ ε) :
    ‖contourDiff N m ω r x f - (derivative^[m] p).eval x‖ ≤ (m ! : ℝ) * ε / ‖r‖ ^ m := by
  have hN : N ≠ 0 := by omega
  have hN' : (N : ℝ) ≠ 0 := Nat.cast_ne_zero.mpr hN
  have hr' : ‖r‖ ≠ 0 := norm_ne_zero_iff.mpr hr
  have hw : ‖ω‖ = 1 := by
    have h : ‖ω‖ ^ N = 1 := by rw [← norm_pow, hω.pow_eq_one, norm_one]
    exact (pow_eq_one_iff_of_nonneg (norm_nonneg ω) hN).mp h
  -- the phases have modulus one, so the sampling errors add up to at most N ε
  have hs : ‖∑ k ∈ range N, ((ω ^ (m * k))⁻¹ * f (x + r * ω ^ k) -
      (ω ^ (m * k))⁻¹ * p.eval (x + r * ω ^ k))‖ ≤ N * ε := by
    calc _ ≤ ∑ _k ∈ range N, ε := by
          refine norm_sum_le_of_le _ fun k hk => ?_
          rw [← mul_sub, norm_mul, norm_inv, norm_pow, hw, one_pow, inv_one, one_mul]
          exact hf k (Finset.mem_range.mp hk)
      _ = N * ε := by simp
  rw [← contourDiff_exact hω hm hr p hp x]
  simp only [contourDiff]
  rw [← mul_sub, ← Finset.sum_sub_distrib, norm_mul]
  refine (mul_le_mul_of_nonneg_left hs (norm_nonneg _)).trans (le_of_eq ?_)
  rw [norm_div, norm_mul, norm_pow, Complex.norm_natCast, Complex.norm_natCast]
  field_simp

end

end ContourDifferentiation
```

```lean
#print axioms ContourDifferentiation.contour_first_derivative
#print axioms ContourDifferentiation.contourDiff_noise_bound
```

```
'ContourDifferentiation.contour_first_derivative' depends on axioms: [propext, Classical.choice, Quot.sound]
'ContourDifferentiation.contourDiff_noise_bound' depends on axioms: [propext, Classical.choice, Quot.sound]
```
